# $N$ mirror-image pairs $\sum_t|tt\rangle$ of $d$-level sites need exact open-MPS bond dimension at least $d^N$; with partners adjacent, $d$ suffices ($d \ge 1$)

A: Take $2N$ sites with $d \ge 1$ levels each, and pair every site with its mirror image about the middle of the chain. Let the amplitude be 1 when all partners are in equal levels and 0 otherwise. Every open matrix product state (MPS) that reproduces this state exactly has bond dimension at least $d^N$. Move the partners next to each other, and bond dimension $d$ is enough. For $d=2$, $N=10$, that is at least 1024 against 2.

Q: Why would I care about such a special state?

A: Because the cost of a DMRG calculation grows with the bond dimension, and in electronic structure the order of the orbitals along the chain has to be chosen. For this one family of exactly represented states, with fixed $d\ge2$, the order alone decides between exponential growth in $N$ and a constant.

Q: Then tell me what "open MPS" means in Lean. I have seen definitions that quietly assume translation invariance.

A: This one does not. Number the sites from 0, and write $s_k$ for the level of site $k$ in a configuration $s$. On $L$ sites the amplitude is
$$\psi(s) = l^{T} A^{0}_{s_0} A^{1}_{s_1}\cdots A^{L-1}_{s_{L-1}}\, r ,$$
where each site has its own $D\times D$ complex matrices $A^k_t$, one per level $t$, and $l, r$ are boundary vectors. The product `⬝ᵥ` takes no complex conjugate.

```lean
import Mathlib

open Matrix

namespace MPSOrdering

noncomputable section

/-- Amplitude of an open matrix product state: the ordered product of the site matrices
selected by the configuration `s`, between two boundary vectors. -/
def amplitude {d L D : ℕ} (A : Fin L → Fin d → Matrix (Fin D) (Fin D) ℂ)
    (l r : Fin D → ℂ) (s : Fin L → Fin d) : ℂ :=
  l ⬝ᵥ ((List.ofFn fun k => A k (s k)).prod *ᵥ r)
```

`HasMPS D ψ` says that some choice of matrices and boundary vectors reproduces every amplitude exactly.

```lean
/-- The state `ψ` of `L` sites is an open matrix product state of bond dimension `D`. -/
def HasMPS {d L : ℕ} (D : ℕ) (ψ : (Fin L → Fin d) → ℂ) : Prop :=
  ∃ A : Fin L → Fin d → Matrix (Fin D) (Fin D) ℂ, ∃ l r : Fin D → ℂ,
    ∀ s, ψ s = amplitude A l r s
```

Q: Real MPS codes let the bond dimension vary along the chain.

A: Pad the smaller matrices with zeros up to the largest bond, and you have the form above. So the lower bound concerns the largest bond dimension in such a code.

Q: And the state itself?

A: `Fin L` is the set of sites $0,\dots,L-1$, and `i.rev` is site $L-1-i$. With sites counted from 1 you would write the condition as $s_i = s_{2N+1-i}$.

```lean
/-- The mirror-paired state: amplitude 1 if each site agrees with its mirror image, else 0. -/
def rainbow (d L : ℕ) (s : Fin L → Fin d) : ℂ :=
  if ∀ i, s i = s i.rev then 1 else 0
```

The name `rainbow` refers to the nested arcs joining partners; elsewhere it often means a state built from singlets, whereas here each pair is $\sum_t |tt\rangle$. The vector is not normalised. It has $d^N$ nonzero amplitudes, all equal to 1, so the normalised state is $d^{-N/2}$ times it. That factor can be absorbed into $l$ and leaves the bond dimension alone.

The second state pairs sites 0 and 1, sites 2 and 3, and so on. Two sites belong to the same pair when their numbers have the same integer half.

```lean
/-- The neighbour-paired state: amplitude 1 if sites 0 and 1 agree, 2 and 3 agree,
and so on, else 0. -/
def neighbour (d L : ℕ) (s : Fin L → Fin d) : ℂ :=
  if ∀ i j : Fin L, i.val / 2 = j.val / 2 → s i = s j then 1 else 0
```

Q: Here I become suspicious. Two different states with different bond dimensions prove nothing about ordering.

A: Agreed, so the reordering is an explicit permutation $\pi$ of the sites. Site $i<N$ moves to position $2i$, and its partner $2N-1-i$ moves to $2i+1$. For $N=2$, sites 0, 1, 2, 3 go to positions 0, 2, 3, 1.

```lean
/-- The permutation of the `2N` sites that carries mirror partners to adjacent positions. -/
def reorder (N : ℕ) : Equiv.Perm (Fin (2 * N)) where
  toFun i := ⟨if i.val < N then 2 * i.val else 2 * (2 * N - 1 - i.val) + 1, by
    have := i.isLt
    split_ifs <;> omega⟩
  invFun j := ⟨if j.val % 2 = 0 then j.val / 2 else 2 * N - 1 - j.val / 2, by
    have := j.isLt
    split_ifs <;> omega⟩
  left_inv i := by
    have := i.isLt
    apply Fin.ext
    dsimp only
    split_ifs <;> omega
  right_inv j := by
    have := j.isLt
    apply Fin.ext
    dsimp only
    split_ifs <;> omega
```

If $s_j$ is the level at new position $j$, old site $i$ has level $s_{\pi(i)}$, so the reordered amplitude is $\psi(s\circ\pi)$. The next theorem proves that this equals the neighbour-paired amplitude.

```lean
/-- Reordering the sites turns the mirror-paired state into the neighbour-paired state. -/
theorem rainbow_reorder (d N : ℕ) (s : Fin (2 * N) → Fin d) :
    rainbow d (2 * N) (s ∘ reorder N) = neighbour d (2 * N) s := by
  refine if_congr ⟨fun H i j hij => ?_, fun H i => H _ _ ?_⟩ rfl rfl
  · by_cases hne : i = j
    · rw [hne]
    have hv : i.val ≠ j.val := fun h => hne (Fin.ext h)
    have hi := i.isLt
    have hj := j.isLt
    -- the partner of `i` is `j`
    have e : reorder N ((reorder N).symm i).rev = j := by
      apply Fin.ext
      simp only [reorder, Equiv.coe_fn_mk, Equiv.coe_fn_symm_mk, Fin.val_rev]
      split_ifs <;> omega
    have h := H ((reorder N).symm i)
    simp only [Function.comp_apply, Equiv.apply_symm_apply, e] at h
    exact h
  · have := i.isLt
    simp only [reorder, Equiv.coe_fn_mk, Fin.val_rev]
    split_ifs <;> omega
```

The two conditions are compared in both directions. If all mirror partners agree, take distinct positions $i,j$ in one adjacent pair: the old site now at $i$ has its mirror partner at $j$, which is the step `e`, so $s_i=s_j$. Conversely, $\pi$ sends mirror partners to positions with the same integer half. The position arithmetic is left to `omega`.

Q: Fine, it is the same state in another order. Where does the lower bound come from?

A: From cutting the chain. Put $m$ sites on the left and $n$ on the right, with configurations $x$ and $y$. Let $P_x$ be the product of the left matrices and $Q_y$ that of the right ones. Then
$$\psi(x,y) = (l^T P_x)(Q_y r) = \sum_{c=0}^{D-1} X_{xc}Y_{cy},\qquad X_{xc}=(l^TP_x)_c,\quad Y_{cy}=(Q_y r)_c .$$
The coefficient matrix is $XY$, and $\operatorname{rank}(XY)\le \operatorname{rank}X\le D$, since $X$ has $D$ columns.

```lean
/-- Across any cut, a matrix of amplitudes of an open matrix product state, with rows and
columns labelled by left and right configurations, has rank at most the bond dimension. -/
theorem rank_cut_le {d D m n : ℕ} {ι κ : Type} [Fintype ι] [Fintype κ]
    {ψ : (Fin (m + n) → Fin d) → ℂ} (h : HasMPS D ψ)
    (x : ι → Fin m → Fin d) (y : κ → Fin n → Fin d) :
    (Matrix.of fun i j => ψ (Fin.append (x i) (y j))).rank ≤ D := by
  obtain ⟨A, l, r, h⟩ := h
  let P : ι → Matrix (Fin D) (Fin D) ℂ := fun i =>
    (List.ofFn fun k => A (Fin.castAdd n k) (x i k)).prod
  let Q : κ → Matrix (Fin D) (Fin D) ℂ := fun j =>
    (List.ofFn fun k => A (Fin.natAdd m k) (y j k)).prod
  let X : Matrix ι (Fin D) ℂ := Matrix.of fun i => l ᵥ* P i
  let Y : Matrix (Fin D) κ ℂ := Matrix.of fun c j => (Q j *ᵥ r) c
  -- the coefficients factor through the bond space
  have hXY : (Matrix.of fun i j => ψ (Fin.append (x i) (y j))) = X * Y := by
    ext i j
    have e : (List.ofFn fun k => A k (Fin.append (x i) (y j) k)).prod = P i * Q j := by
      rw [List.ofFn_add, List.prod_append]
      change (List.ofFn fun k => A (Fin.castAdd n k)
        (Fin.append (x i) (y j) (Fin.castAdd n k))).prod * _ = _
      simp only [Fin.append_left, Fin.append_right, P, Q]
    have key : ψ (Fin.append (x i) (y j)) = (l ᵥ* P i) ⬝ᵥ (Q j *ᵥ r) := by
      rw [h, amplitude, e, ← Matrix.mulVec_mulVec]
      exact Matrix.dotProduct_mulVec _ _ _
    exact key
  rw [hXY]
  exact (Matrix.rank_mul_le_left X Y).trans (by simpa using Matrix.rank_le_card_width X)
```

In Lean the rows and columns are labelled by arbitrary finite families of configurations, so one may choose a convenient order or only some of them. `Fin.append` joins the two halves, `e` splits the ordered product at the cut, and `hXY` is the factorisation.

Q: And for the mirror state?

A: Cut in the middle. Let the left half carry $a_0,\dots,a_{N-1}$ and the right half carry $b$ in reverse, so that site $N+k$ has level $b_{N-1-k}$. The partner of left site $k$ is $2N-1-k = N+(N-1-k)$, which has level $b_k$. The amplitude is therefore 1 exactly when $a_k=b_k$ for all $k$, and the coefficient matrix is the identity on $d^N$ configurations. Its rank is $d^N$, hence $d^N\le D$.

```lean
/-- Every open matrix product form of the mirror-paired state on `2N` sites has bond
dimension at least `d ^ N`. -/
theorem rainbow_lower {d N D : ℕ} (h : HasMPS D (rainbow d (2 * N))) : d ^ N ≤ D := by
  rw [two_mul] at h
  -- across the middle cut the coefficient matrix is the identity
  have one : (Matrix.of fun a b : Fin N → Fin d =>
      rainbow d (N + N) (Fin.append a (b ∘ Fin.rev))) = 1 := by
    ext a b
    rw [Matrix.of_apply, Matrix.one_apply]
    have h1 : ∀ k : Fin N, (Fin.castAdd N k).rev = Fin.natAdd N k.rev := fun k =>
      Fin.ext (by
        have := k.isLt
        change N + N - (k.val + 1) = N + (N - (k.val + 1))
        omega)
    have h2 : ∀ k : Fin N, (Fin.natAdd N k).rev = Fin.castAdd N k.rev := fun k =>
      Fin.ext (by
        change N + N - (N + k.val + 1) = N - (k.val + 1)
        omega)
    refine if_congr ⟨fun H => funext fun k => ?_, ?_⟩ rfl rfl
    · have := H (Fin.castAdd N k)
      rw [h1, Fin.append_left, Fin.append_right] at this
      simpa using this
    · rintro rfl i
      induction i using Fin.addCases with
      | left k => rw [h1, Fin.append_left, Fin.append_right]; simp
      | right k => rw [h2, Fin.append_left, Fin.append_right]; simp
  have key := rank_cut_le h (fun a : Fin N → Fin d => a) (fun b : Fin N → Fin d => b ∘ Fin.rev)
  rw [one, Matrix.rank_one] at key
  simpa using key
```

`h1` and `h2` locate the mirror images of left and right sites, `one` identifies the matrix as the identity, and `key` applies the rank bound. For the normalised state with $d\ge1$, all $d^N$ Schmidt coefficients equal $d^{-N/2}$, which gives an entanglement entropy of $N\ln d$ across this cut.

Q: Now show me an MPS of dimension $d$ for the other order.

A: Fix one level $z$, here level 0, as a resting state of the bond. Use $|z\rangle\langle t|$ on even sites and $|t\rangle\langle z|$ on odd sites.

```lean
/-- The matrix unit `|a⟩⟨b|` on the bond space. -/
def ketbra {d : ℕ} (a b : Fin d) : Matrix (Fin d) (Fin d) ℂ :=
  Matrix.of fun i j => if i = a ∧ j = b then 1 else 0

/-- Site matrices for neighbouring pairs: `|z⟩⟨t|` on even sites and `|t⟩⟨z|` on odd sites. -/
def pairTensor {d : ℕ} (z : Fin d) (k : ℕ) (t : Fin d) : Matrix (Fin d) (Fin d) ℂ :=
  if k % 2 = 0 then ketbra z t else ketbra t z
```

A pair with levels $t,t'$ then contributes
$$|z\rangle\langle t|\,|t'\rangle\langle z| = \delta_{tt'}\,|z\rangle\langle z| .$$
The bond carries the level from one partner to the other and returns to rest. With $l=r=|z\rangle$, the whole chain gives the product of the pair factors $\delta_{s_{2k},s_{2k+1}}$ for $k=0,\dots,N-1$, which is the neighbour-paired amplitude.

To do this by induction, Lean first needs the amplitude to factor in the same way: the first pair's delta times the amplitude of the remaining sites.

```lean
/-- The neighbour-paired amplitude is the agreement factor of the first pair times the
neighbour-paired amplitude of the remaining sites. -/
theorem neighbour_succ {d L : ℕ} (s : Fin (L + 2) → Fin d) :
    neighbour d (L + 2) s = (if s ⟨1, by omega⟩ = s ⟨0, by omega⟩ then 1 else 0) *
      neighbour d L (fun k => s k.succ.succ) := by
  have key : (∀ i j : Fin (L + 2), i.val / 2 = j.val / 2 → s i = s j) ↔
      (s ⟨1, by omega⟩ = s ⟨0, by omega⟩ ∧
        ∀ i j : Fin L, i.val / 2 = j.val / 2 → s i.succ.succ = s j.succ.succ) := by
    constructor
    · refine fun H => ⟨H _ _ (by simp), fun i j hij => H _ _ ?_⟩
      change (i.val + 1 + 1) / 2 = (j.val + 1 + 1) / 2
      omega
    · rintro ⟨h0, h1⟩ ⟨i, hi⟩ ⟨j, hj⟩ hij
      dsimp only at hij
      rcases i with _ | _ | i <;> rcases j with _ | _ | j
      · rfl
      · exact h0.symm
      · omega
      · exact h0
      · rfl
      · omega
      · omega
      · omega
      · exact h1 ⟨i, by omega⟩ ⟨j, by omega⟩ (by dsimp only; omega)
  unfold neighbour
  rw [if_congr key rfl rfl, ite_and, ite_mul, one_mul, zero_mul]
```

The proof sorts each of the two compared sites into site 0, site 1 or a later one. If one is site 0 or 1 and the other is a later site, their integer halves differ and the case disappears; sites 0 and 1 are compared by the first pair's condition.

```lean
/-- For `d ≥ 1` the neighbour-paired state on `2N` sites is an open matrix product state of
bond dimension `d`. -/
theorem neighbour_upper {d : ℕ} (hd : 0 < d) (N : ℕ) : HasMPS d (neighbour d (2 * N)) := by
  let z : Fin d := ⟨0, hd⟩
  have hK : ∀ a b c : Fin d, ketbra a b *ᵥ (Pi.single c 1 : Fin d → ℂ) =
      if c = b then Pi.single a 1 else 0 := by
    intro a b c
    ext i
    by_cases h : c = b <;> by_cases h' : i = a <;>
      simp [ketbra, Matrix.mulVec, dotProduct, Pi.single_apply, h, h']
  have hB : ∀ (n : ℕ) (t : Fin d), pairTensor z (n + 2) t = pairTensor z n t := by
    intro n t
    simp only [pairTensor, Nat.add_mod_right]
  have step : ∀ (L : ℕ) (s : Fin (L + 2) → Fin d),
      (List.ofFn fun k => pairTensor z k.val (s k)).prod =
        ketbra z (s ⟨0, by omega⟩) * (ketbra (s ⟨1, by omega⟩) z *
          (List.ofFn fun k : Fin L => pairTensor z k.val (s k.succ.succ)).prod) := by
    intro L s
    rw [List.ofFn_succ, List.ofFn_succ, List.prod_cons, List.prod_cons]
    exact congrArg₂ (· * ·) rfl (congrArg₂ (· * ·) rfl (congrArg List.prod
      (congrArg List.ofFn (funext fun k => hB k.val (s k.succ.succ)))))
  -- each pair returns the bond to the state `z`, or gives zero
  have main : ∀ (M : ℕ) (s : Fin (2 * M) → Fin d),
      (List.ofFn fun k => pairTensor z k.val (s k)).prod *ᵥ (Pi.single z 1 : Fin d → ℂ) =
        neighbour d (2 * M) s • (Pi.single z 1 : Fin d → ℂ) := by
    intro M
    induction M with
    | zero =>
      intro s
      have h1 : neighbour d (2 * 0) s = 1 := if_pos fun i => i.elim0
      rw [h1, one_smul]
      exact Matrix.one_mulVec _
    | succ M ih =>
      intro s
      change (List.ofFn fun k : Fin (2 * M + 2) => pairTensor z k.val (s k)).prod *ᵥ
        (Pi.single z 1 : Fin d → ℂ) = neighbour d (2 * M + 2) s • (Pi.single z 1 : Fin d → ℂ)
      rw [step (2 * M) s, ← Matrix.mulVec_mulVec, ← Matrix.mulVec_mulVec,
        ih (fun k => s k.succ.succ), Matrix.mulVec_smul, Matrix.mulVec_smul, hK, if_pos rfl,
        hK, neighbour_succ]
      split_ifs <;> simp
  refine ⟨fun k t => pairTensor z k.val t, Pi.single z 1, Pi.single z 1, fun s => ?_⟩
  change _ = (Pi.single z 1 : Fin d → ℂ) ⬝ᵥ
    ((List.ofFn fun k => pairTensor z k.val (s k)).prod *ᵥ (Pi.single z 1 : Fin d → ℂ))
  rw [main, dotProduct_smul]
  simp
```

Here `hK` is $|a\rangle\langle b|\,|c\rangle=\delta_{cb}|a\rangle$, `hB` says that the tensors repeat every two sites, and `step` peels off the first pair. In `main`, the induction hypothesis turns the remaining product acting on $|z\rangle$ into a number times $|z\rangle$. The odd matrix then produces $|s_1\rangle$, and the even one returns $\delta_{s_0s_1}|z\rangle$. With no pairs, the empty product is the identity and the amplitude is 1.

Q: So what exactly does the final statement say?

A: For every $d\ge1$ and every $N$, it says two things together: any $D$ that admits an MPS of the mirror-paired state satisfies $d^N\le D$, and the same state with its sites permuted by $\pi$ has an MPS with $D=d$.

```lean
/-- Ordering matters: for `d ≥ 1` the mirror-paired state on `2N` sites needs bond dimension
at least `d ^ N`, while after the sites are reordered bond dimension `d` suffices. -/
theorem ordering_matters {d : ℕ} (hd : 0 < d) (N : ℕ) :
    (∀ D, HasMPS D (rainbow d (2 * N)) → d ^ N ≤ D) ∧
      HasMPS d (fun s => rainbow d (2 * N) (s ∘ reorder N)) := by
  refine ⟨fun _ h => rainbow_lower h, ?_⟩
  rw [show (fun s => rainbow d (2 * N) (s ∘ reorder N)) = neighbour d (2 * N) from
    funext (rainbow_reorder d N)]
  exact neighbour_upper hd N

end

end MPSOrdering
```

```lean
#print axioms MPSOrdering.ordering_matters
-- 'MPSOrdering.ordering_matters' depends on axioms: [propext, Classical.choice, Quot.sound]
```

These are a lower bound for one order and an upper bound for the other, which is what the comparison requires. The gap opens when $d\ge2$ and $N\ge2$. For $N=1$ the two orders coincide, and for $d=1$ both numbers are 1.

Q: What breaks if I delete the hypothesis $d\ge1$?

A: Only the corner $d=0$, $N=0$. A chain with no sites has one configuration, the empty one, with amplitude 1. An MPS with $D=0$ gives an empty sum, which is 0, so the second claim fails. For $d=0$ and $N\ge1$ there are no configurations, and nothing has to be reproduced. The counter-example thus rules out only $d$ and $N$ both being zero.

Q: My last doubt is about electrons. Are your sites really orbitals?

A: No, they are distinguishable sites. Permuting fermionic orbitals can multiply occupation-number amplitudes by configuration-dependent signs, whereas $\psi(s\circ\pi)$ has none. And if the levels of a site were the occupations of an orbital, empty included, the mirror-paired state would superpose different electron numbers. The statement also concerns exact representation: it sets no bound on the dimension needed for a truncated approximation.
